# A two-sublattice mean-field concentration wave has nonzero amplitude only below its slope-matching temperature

Let the sites of an alloy form a Bravais lattice with periodic boundary conditions, and so a finite abelian group $G$. Let $\chi$ be a real character of $G$ that takes the value $-1$ somewhere. Let sites $r$ and $r'$ interact through an effective pair interaction $V(r-r')$, the coefficient of the product of their occupations in the energy of the pair, and write $V_\chi=\sum_s V(s)\chi(s)$. Consider site occupations

$$n(r)=x+g\,\chi(r),\qquad 0<n(r)<1,$$

at temperature $T>0$, measured in energy units. Three statements hold in mean-field theory.

1. These occupations solve the mean-field equation for some chemical potential exactly when
$$\ln\frac{(x+g)(1-x+g)}{(x-g)(1-x-g)}=-\frac{2gV_\chi}{T}.$$
2. For $0<x<1$, the two sides have equal slopes at $g=0$ exactly when $T=-x(1-x)V_\chi$.
3. A solution with $g\neq0$ requires $T<-x(1-x)V_\chi$.

## Occupations on two sublattices

In a binary alloy, $n(r)$ is the probability that site $r$ holds an atom of the chosen species. A real character satisfies $\chi(r+s)=\chi(r)\chi(s)$ and $\chi(0)=1$. If $N$ is the number of sites, then $N r=0$ in $G$, so $\chi(r)^N=\chi(Nr)=1$. A real number with this property has absolute value $1$, hence $\chi(r)=\pm1$.

The wave therefore has two occupations, $x+g$ and $x-g$. A site $r_0$ with $\chi(r_0)=-1$ gives a translation that exchanges the two sublattices, so they are equally large and $x$ is the mean composition. The amplitude $g$ measures the long-range order, and $g=0$ is the disordered alloy.

The mean-field equation is

$$T\ln\frac{n(r)}{1-n(r)}=\mu-\sum_{r'}V(r-r')\,n(r')\qquad\text{for every } r,$$

where $\mu$ is the chemical potential. The left side comes from the ideal mixing entropy of each site. The sum is the average field of the other atoms, with correlations between sites neglected. For symmetric $V$, this is the stationarity condition of the mean-field grand potential. Here it is taken as the starting equation and is not derived from a statistical ensemble.

## From the site equations to one scalar equation

Put $s=r-r'$ in the field. Since $\chi(s)=\pm1$ is its own inverse, $\chi(r-s)=\chi(r)\chi(s)$, and

$$\sum_{r'}V(r-r')n(r')=\sum_s V(s)\,[x+g\chi(r)\chi(s)]=xV_0+g\chi(r)V_\chi,$$

with $V_0=\sum_sV(s)$. The field has the same form as the wave, so only two different site equations remain:

$$T\ln\frac{x+g}{1-x-g}=\mu-xV_0-gV_\chi,$$

$$T\ln\frac{x-g}{1-x+g}=\mu-xV_0+gV_\chi.$$

Subtracting the second from the first removes $\mu$ and $V_0$. With

$$L(g)=\ln\frac{(x+g)(1-x+g)}{(x-g)(1-x-g)},$$

the difference reads $T\,L(g)=-2gV_\chi$, which is the amplitude equation. Conversely, if this equation holds, let the first site equation define $\mu$. The second is then the first minus the amplitude equation, so it holds too.

## The slope at zero amplitude

For $0<x<1$ and small $g$, the logarithm splits into

$$L(g)=\ln(x+g)+\ln(1-x+g)-\ln(x-g)-\ln(1-x-g).$$

Its derivative at zero is

$$L'(0)=\frac2x+\frac2{1-x}=\frac{2}{x(1-x)}.$$

The right side of the amplitude equation has slope $-2V_\chi/T$. The slopes agree exactly when $T=-x(1-x)V_\chi$. At a positive temperature this needs $V_\chi<0$: the interaction must favour the wave.

## Why the ordered solution lies below that temperature

For $0<u<1$,

$$\ln(1+u)-\ln(1-u)=2\left(u+\frac{u^3}{3}+\frac{u^5}{5}+\cdots\right)>2u.$$

Let $g>0$. The bounds on the occupations give $g<x$ and $g<1-x$. Use the inequality once with $u=g/x$ and once with $u=g/(1-x)$, and add:

$$L(g)>\frac{2g}{x}+\frac{2g}{1-x}=\frac{2g}{x(1-x)}.$$

If $g$ solves the amplitude equation, then

$$\frac{2g}{x(1-x)}<-\frac{2gV_\chi}{T},$$

and multiplication by the positive number $x(1-x)T/(2g)$ gives $T<-x(1-x)V_\chi$. If $g<0$, then $L(-g)=-L(g)$ shows that $-g>0$ solves the same equation, and the argument applies to $-g$.

## Reading the Lean statements

The type `G` with `AddCommGroup G` and `Fintype G` is the finite periodic set of sites. `AddChar G ℝ` is the type of real characters, and `hχ : ∃ r, χ r = -1` says that both sublattices occur. The definitions `wave`, `waveEnergy` and `orderingLog` stand for $n(r)$, $V_\chi$ and $L(g)$.

`IsMeanField V T μ n` is the site equation at every `r`. Its sum includes $r'=r$, so a model without self-interaction sets $V(0)=0$. The function `V` is otherwise arbitrary and need not be symmetric. For an alloy of A and B atoms with pair energies $V_{AA}$, $V_{BB}$ and $V_{AB}$, it is the combination $V=V_{AA}+V_{BB}-2V_{AB}$ at each separation, and the terms linear in the occupations are absorbed in $\mu$. Positive $V(s)$ then favours unlike atoms at separation $s$. Boltzmann's constant is absorbed in `T`.

The hypothesis `hn` keeps every occupation strictly between $0$ and $1$. In `meanField_iff_amplitude`, the chemical potential stands under an existential quantifier: composition and amplitude are given, and $\mu$ adjusts. In `temperature_lt_of_ordered`, a particular `μ` is given together with the solution, and `hg : g ≠ 0` expresses order. The theorem `slopes_match_iff` assumes $0<x<1$ directly and does not need `hχ`.

The temperature bound is a necessary condition. The statements leave open whether an ordered solution exists below the threshold, whether it is stable, and whether it competes with phase separation or with another wave. Structures that need several waves, or a wave with complex character values, are not covered.

For effective pair interactions fitted to electronic-structure calculations and converted to this convention for $V$, $-x(1-x)V_\chi$ is an upper bound on the temperatures at which a homogeneous phase of composition $x$ can have this kind of order, within mean-field theory for a single real wave on a finite periodic cell. In a two-phase mixture, $x$ is the composition of the ordered phase and not the overall composition.

## The trivial character as a counter-example

Suppose the requirement that $\chi$ takes the value $-1$ is removed. Take $\chi=1$ everywhere, $V=0$, $x=1/2$, $g=1/4$ and any $T>0$. Every site has occupation $3/4$, and $\mu=T\ln3$ solves the mean-field equation. But $L(1/4)=\ln9$, while the right side of the amplitude equation is $0$. The temperature bound fails as well, since it would demand $T<0$. With only one sublattice, $g$ is a shift of composition and not an order parameter.

## At most one positive amplitude

The series used for the bound also controls the number of solutions. Dividing it by $g>0$ gives

$$\frac{L(g)}{g}=2\sum_{k\ge0}\frac{g^{2k}}{2k+1}\left(\frac1{x^{2k+1}}+\frac1{(1-x)^{2k+1}}\right),$$

which increases strictly with $g$. The amplitude equation sets this ratio equal to the constant $-2V_\chi/T$. By this argument by hand, at given $x$ and $T$ there is at most one positive amplitude, and its negative describes the same order with the sublattices exchanged.

## The complete Lean file

```lean
import Mathlib

open Finset

namespace ConcentrationWaveOrdering

noncomputable section

variable {G : Type*} [AddCommGroup G] [Fintype G]

/-- The static concentration wave `n(r) = x + g χ(r)` with parameters `x` and `g`. -/
def wave (χ : AddChar G ℝ) (x g : ℝ) (r : G) : ℝ := x + g * χ r

/-- The Fourier component `∑ V(s) χ(s)` of the pair interaction. -/
def waveEnergy (V : G → ℝ) (χ : AddChar G ℝ) : ℝ := ∑ s, V s * χ s

/-- The mean-field equation for site occupations `n` at temperature `T` (in energy units)
and chemical potential `μ`. -/
def IsMeanField (V : G → ℝ) (T μ : ℝ) (n : G → ℝ) : Prop :=
  ∀ r, T * Real.log (n r / (1 - n r)) = μ - ∑ r', V (r - r') * n r'

/-- The logarithm of occupation ratios that compares the two sublattices. -/
def orderingLog (x g : ℝ) : ℝ :=
  Real.log ((x + g) * (1 - x + g) / ((x - g) * (1 - x - g)))

/-- A real character of a finite abelian group takes only the values `1` and `-1`. -/
theorem char_values (χ : AddChar G ℝ) (r : G) : χ r = 1 ∨ χ r = -1 := by
  have h : χ r ^ Fintype.card G = 1 := by
    rw [← AddChar.map_nsmul_eq_pow, card_nsmul_eq_zero, AddChar.map_zero_eq_one]
  have h' : |χ r| ^ Fintype.card G = 1 := by rw [← abs_pow, h, abs_one]
  exact eq_or_eq_neg_of_abs_eq
    ((pow_eq_one_iff_of_nonneg (abs_nonneg _) Fintype.card_ne_zero).1 h')

/-- The interaction field of a concentration wave is a constant plus a wave of the same symmetry. -/
theorem field_of_wave (V : G → ℝ) (χ : AddChar G ℝ) (x g : ℝ) (r : G) :
    ∑ r', V (r - r') * wave χ x g r' = x * ∑ s, V s + g * χ r * waveEnergy V χ := by
  have hsub : ∀ s, χ (r - s) = χ r * χ s := by
    intro s
    have h : χ r = χ (r - s) * χ s := by rw [← AddChar.map_add_eq_mul, sub_add_cancel]
    rcases char_values χ s with hs | hs <;> rw [hs] at h ⊢ <;> linarith
  -- sum over the separation s = r - r'
  refine (Equiv.sum_comp (Equiv.subLeft r) (fun r' => V (r - r') * wave χ x g r')).symm.trans ?_
  simp only [Equiv.subLeft_apply, sub_sub_cancel, wave, waveEnergy, Finset.mul_sum,
    ← Finset.sum_add_distrib]
  refine Finset.sum_congr rfl fun s _ => ?_
  rw [hsub]
  ring

/-- Let `χ` take the value `-1`, let all occupations lie strictly between `0` and `1`, and let `T >
0`. The wave solves the mean-field equation for some chemical potential exactly when its amplitude
satisfies one scalar equation. -/
theorem meanField_iff_amplitude (V : G → ℝ) (χ : AddChar G ℝ) (hχ : ∃ r, χ r = -1)
    {x g T : ℝ} (hT : 0 < T) (hn : ∀ r, 0 < wave χ x g r ∧ wave χ x g r < 1) :
    (∃ μ, IsMeanField V T μ (wave χ x g)) ↔
      orderingLog x g = -2 * g * waveEnergy V χ / T := by
  obtain ⟨r₀, hr₀⟩ := hχ
  have hs : x + g * -1 = x - g := by ring
  have hp := hn 0
  have hm := hn r₀
  simp only [wave, AddChar.map_zero_eq_one, hr₀, mul_one, hs] at hp hm
  have hL : Real.log ((x + g) / (1 - (x + g))) - Real.log ((x - g) / (1 - (x - g)))
      = orderingLog x g := by
    have ha : x + g ≠ 0 := hp.1.ne'
    have hc : x - g ≠ 0 := hm.1.ne'
    have hb : 1 - x - g ≠ 0 := (show 0 < 1 - x - g by linarith [hp.2]).ne'
    have hd : 1 - x + g ≠ 0 := (show 0 < 1 - x + g by linarith [hm.2]).ne'
    rw [orderingLog, show 1 - (x + g) = 1 - x - g by ring, show 1 - (x - g) = 1 - x + g by ring,
      Real.log_div ha hb, Real.log_div hc hd,
      Real.log_div (mul_ne_zero ha hd) (mul_ne_zero hc hb), Real.log_mul ha hd, Real.log_mul hc hb]
    ring
  rw [eq_div_iff hT.ne', ← hL]
  constructor
  · -- subtract the equations of the two sublattices
    rintro ⟨μ, h⟩
    have h1 := h 0
    have h2 := h r₀
    rw [field_of_wave] at h1 h2
    simp only [wave, AddChar.map_zero_eq_one, hr₀, mul_one, hs] at h1 h2
    linear_combination h1 - h2
  · -- the sublattice with χ = 1 fixes the chemical potential
    intro h
    refine ⟨T * Real.log ((x + g) / (1 - (x + g))) + x * ∑ s, V s + g * waveEnergy V χ,
      fun r => ?_⟩
    rw [field_of_wave]
    rcases char_values χ r with hr | hr <;> simp only [wave, hr, mul_one, hs]
    · ring
    · linear_combination -h

/-- For `0 < x < 1` and `T > 0`, the two sides of the amplitude equation have equal slopes at zero
amplitude exactly at `T = -x(1-x) ∑ V χ`. -/
theorem slopes_match_iff (V : G → ℝ) (χ : AddChar G ℝ) {x T : ℝ} (hx : 0 < x) (hx1 : x < 1)
    (hT : 0 < T) :
    deriv (orderingLog x) 0 = deriv (fun g : ℝ => -2 * g * waveEnergy V χ / T) 0 ↔
      T = -(x * (1 - x)) * waveEnergy V χ := by
  have h0 : x ≠ 0 := hx.ne'
  have h1 : 1 - x ≠ 0 := (sub_pos.2 hx1).ne'
  have hi := hasDerivAt_id' (0 : ℝ)
  have hN := (hi.const_add x).fun_mul (hi.const_add (1 - x))
  have hD := (hi.const_sub x).fun_mul (hi.const_sub (1 - x))
  have hl : HasDerivAt (orderingLog x) (2 / (x * (1 - x))) 0 := by
    refine ((hN.fun_div hD (by simp [h0, h1])).log (by simp [h0, h1])).congr_deriv ?_
    simp only [add_zero, sub_zero]
    field_simp
    ring
  have hr : HasDerivAt (fun g : ℝ => -2 * g * waveEnergy V χ / T) (-2 * waveEnergy V χ / T) 0 :=
    (((hi.const_mul (-2)).mul_const (waveEnergy V χ)).div_const T).congr_deriv (by ring)
  rw [hl.deriv, hr.deriv, div_eq_div_iff (mul_ne_zero h0 h1) hT.ne']
  constructor <;> intro h
  · linear_combination h / 2
  · linear_combination 2 * h

/-- For `0 < g < x` and `g < 1 - x` the ordering logarithm lies strictly above the line `2g /
(x(1-x))`. -/
theorem tangent_lt_orderingLog {x g : ℝ} (hg : 0 < g) (hgx : g < x) (hgy : g < 1 - x) :
    2 * g / (x * (1 - x)) < orderingLog x g := by
  have key : ∀ a : ℝ, g < a → 2 * (g / a) < Real.log (a + g) - Real.log (a - g) := by
    intro a ha
    have ha0 : 0 < a := hg.trans ha
    have hu : 0 < g / a := div_pos hg ha0
    have hu1 : g / a < 1 := (div_lt_one ha0).2 ha
    -- keep the first two terms of the positive series
    have h := sum_le_hasSum (Finset.range 2) (fun k _ => by positivity)
      (Real.hasSum_log_sub_log_of_abs_lt_one (abs_lt.2 ⟨by linarith, hu1⟩))
    rw [show 1 + g / a = (a + g) / a by field_simp, show 1 - g / a = (a - g) / a by field_simp,
      Real.log_div (by linarith) ha0.ne', Real.log_div (sub_pos.2 ha).ne' ha0.ne',
      Finset.sum_range_succ, Finset.sum_range_one] at h
    have h3 := pow_pos hu 3
    generalize g / a = u at *
    norm_num at h
    linarith
  have hx : 0 < x := hg.trans hgx
  have hy : 0 < 1 - x := hg.trans hgy
  have ha : x + g ≠ 0 := (add_pos hx hg).ne'
  have hb : 1 - x + g ≠ 0 := (add_pos hy hg).ne'
  have hc : x - g ≠ 0 := (sub_pos.2 hgx).ne'
  have hd : 1 - x - g ≠ 0 := (sub_pos.2 hgy).ne'
  have e : 2 * g / (x * (1 - x)) = 2 * (g / x) + 2 * (g / (1 - x)) := by
    have := hy.ne'
    field_simp
    ring
  rw [e, orderingLog, Real.log_div (mul_ne_zero ha hb) (mul_ne_zero hc hd),
    Real.log_mul ha hb, Real.log_mul hc hd]
  linarith [key x hgx, key (1 - x) hgy]

/-- If `χ` takes the value `-1` and all occupations lie strictly between `0` and `1`, a mean-field
concentration wave of nonzero amplitude at `T > 0` requires `T < -x(1-x) ∑ V χ`. -/
theorem temperature_lt_of_ordered (V : G → ℝ) (χ : AddChar G ℝ) (hχ : ∃ r, χ r = -1)
    {x g T μ : ℝ} (hT : 0 < T) (hg : g ≠ 0)
    (hn : ∀ r, 0 < wave χ x g r ∧ wave χ x g r < 1) (h : IsMeanField V T μ (wave χ x g)) :
    T < -(x * (1 - x)) * waveEnergy V χ := by
  have heq := (meanField_iff_amplitude V χ hχ hT hn).1 ⟨μ, h⟩
  obtain ⟨r₀, hr₀⟩ := hχ
  have hp := hn 0
  have hm := hn r₀
  simp only [wave, AddChar.map_zero_eq_one, hr₀] at hp hm
  have hx : 0 < x := by linarith [hp.1, hm.1]
  have hx1 : x < 1 := by linarith [hp.2, hm.2]
  have hq : 0 < x * (1 - x) := mul_pos hx (sub_pos.2 hx1)
  have fin : ∀ k : ℝ, 0 < k → 2 * k / (x * (1 - x)) < -2 * k * waveEnergy V χ / T →
      T < -(x * (1 - x)) * waveEnergy V χ := by
    intro k hk hlt
    rw [div_lt_div_iff₀ hq hT] at hlt
    exact lt_of_mul_lt_mul_left (a := 2 * k) (by linarith) (by positivity)
  rcases lt_or_gt_of_ne hg with hneg | hpos
  · -- a negative amplitude exchanges the two sublattices
    have hodd : orderingLog x (-g) = -orderingLog x g := by
      unfold orderingLog
      rw [← Real.log_inv, inv_div]
      congr 1
      ring
    have hlt := tangent_lt_orderingLog (x := x) (g := -g) (by linarith)
      (by linarith [hp.1]) (by linarith [hm.2])
    rw [hodd, heq] at hlt
    exact fin (-g) (by linarith) (hlt.trans_eq (by ring))
  · have hlt := tangent_lt_orderingLog (x := x) hpos (by linarith [hm.1]) (by linarith [hp.2])
    rw [heq] at hlt
    exact fin g hpos hlt

end

end ConcentrationWaveOrdering
```

```lean
#print axioms ConcentrationWaveOrdering.meanField_iff_amplitude
#print axioms ConcentrationWaveOrdering.slopes_match_iff
#print axioms ConcentrationWaveOrdering.temperature_lt_of_ordered
```

```
'ConcentrationWaveOrdering.meanField_iff_amplitude' depends on axioms: [propext, Classical.choice, Quot.sound]
'ConcentrationWaveOrdering.slopes_match_iff' depends on axioms: [propext, Classical.choice, Quot.sound]
'ConcentrationWaveOrdering.temperature_lt_of_ordered' depends on axioms: [propext, Classical.choice, Quot.sound]
```

## How the proof follows the derivation

**Characters and the field.** `char_values` raises $\chi(r)$ to the number of sites and passes to absolute values, where a nonnegative number with a power equal to $1$ must be $1$. `field_of_wave` first proves $\chi(r-s)=\chi(r)\chi(s)$ as `hsub`, by checking the two possible values of $\chi(s)$. The change of variable $s=r-r'$ is the bijection `Equiv.subLeft r`. After that, the two sums agree term by term.

**The amplitude equation.** `meanField_iff_amplitude` uses the site $0$, where $\chi=1$, and the site `r₀`, where $\chi=-1$. The step `hL` identifies the difference of the two site logarithms with `orderingLog x g`. The bounds on the occupations supply the nonzero factors that the logarithm rules need.

In the forward direction, `linear_combination h1 - h2` is the subtraction of the two sublattice equations. In the reverse direction, the proof writes down the $\mu$ that solves the equation for $\chi=1$. The case $\chi=-1$ then follows from the amplitude equation, through `linear_combination -h`.

**The slopes.** `slopes_match_iff` differentiates the quotient inside the logarithm as a whole, where the derivation above split it into four terms. `hN` and `hD` are the derivatives of numerator and denominator, and `hl` records the resulting slope $2/(x(1-x))$. `hr` is the slope of the linear side. Since both derivatives are established to exist, comparing the `deriv` expressions is a comparison of true slopes. Clearing denominators leaves the stated temperature, up to a factor of $2$.

**The strict bound.** In `tangent_lt_orderingLog`, the local statement `key` is the series inequality with $u=g/a$. `sum_le_hasSum` says that a partial sum of a series with nonnegative terms does not exceed its total. Two terms are kept: the linear one gives the line, and the positive cubic one makes the inequality strict. The last line applies `key` with $a=x$ and $a=1-x$ and adds the results, as in the derivation.

**The temperature.** `temperature_lt_of_ordered` obtains the amplitude equation from the mean-field solution. It also recovers $0<x<1$ from the occupations, because $x$ is the average of $x+g$ and $x-g$. The local statement `fin` cancels the positive factor $2k$ and turns the inequality between the two sides into one for $T$. For positive `g` it is used with $k=g$. For negative `g`, `hodd` proves that the logarithm is odd, and `fin` is used with $k=-g$.
